# Away from z = ±E, the inverse of z − H splits into two energy parts when H² = E² ≠ 0

If a free Dirac electron is propagated with its positive energies alone, half of the spinor space is lost. Let H be its Hamiltonian at fixed momentum, with energies E and −E, and let P project onto the positive-energy states. The one-pole expression P/(z − E), multiplied by z − H, gives back P and not the identity, so it is not the inverse of z − H.

The cure I know is to add a second pole. With Q the projector onto negative energies, the claim is

(z − H)⁻¹ = P/(z − E) + Q/(z + E).

It seems to need only H² = E², and nothing particular to spinors. Can it be stated and proved rigorously at that level, checked by machine, and then applied to the actual 4×4 Dirac matrix?

## Two projectors turn H into a number

Yes. Let H be an element of a complex algebra, let E be a nonzero complex number with H² = E², and define

P = (1 + H/E)/2,  Q = (1 − H/E)/2.

A number standing alone next to H means that number times the identity. The sum P + Q is 1, and expanding the products gives

P² = (1 + 2H/E + H²/E²)/4 = (2 + 2H/E)/4 = P,
Q² = (1 − 2H/E + H²/E²)/4 = (2 − 2H/E)/4 = Q,
PQ = QP = (1 − H²/E²)/4 = 0.

On each projector H acts as a number:

HP = (H + H²/E)/2 = (H + E)/2 = EP,
HQ = (H − H²/E)/2 = (H − E)/2 = −EQ.

Since P and Q are built from H and the identity, they commute with H, and the same relations hold with H on the right.

Now take z with z² ≠ E². Because z² − E² = (z − E)(z + E), neither factor is zero. From (z − H)P = (z − E)P and (z − H)Q = (z + E)Q it follows that

(z − H)[P/(z − E) + Q/(z + E)] = P + Q = 1,

and the product in the other order is also 1. Collecting the coefficients of 1 and H gives the rationalised form:

½[1/(z − E) + 1/(z + E)] = z/(z² − E²),
(1/2E)[1/(z − E) − 1/(z + E)] = 1/(z² − E²),

so the propagator equals (z + H)/(z² − E²).

Conversely, suppose z² = E². Then (z − H)(z + H) = z² − E² = 0. If z − H were invertible, this would force H = −z, which is E or −E times the identity. When H is neither, z − H fails to be invertible at both z = E and z = −E.

For the Dirac Hamiltonian, write the momentum components as p₀, p₁, p₂, all three spatial, and let S be the 2×2 matrix σ·p with rows (p₂, p₀ − ip₁) and (p₀ + ip₁, −p₂). Its square has diagonal entries p₂² + (p₀ − ip₁)(p₀ + ip₁) = p₀² + p₁² + p₂², and its off-diagonal entries cancel. In 2×2 blocks H has rows (m, S) and (S, −m), so

H² = S² + m² = p₀² + p₁² + p₂² + m²,

because the off-diagonal blocks mS − Sm vanish. For m ≠ 0 the diagonal of H contains both m and −m, so H is not a multiple of the identity.

```lean
import Mathlib

open Matrix

namespace DiracPropagatorSplitting

noncomputable section

variable {A : Type*} [Ring A] [Algebra ℂ A]

/-- The element `(1 + H/E)/2` of the algebra. -/
def posProj (H : A) (E : ℂ) : A := (1 / 2 : ℂ) • (1 + E⁻¹ • H)

/-- The element `(1 - H/E)/2` of the algebra. -/
def negProj (H : A) (E : ℂ) : A := (1 / 2 : ℂ) • (1 - E⁻¹ • H)

/-- The two-pole sum of `posProj H E` divided by `z - E` and `negProj H E` divided by `z + E`. -/
def propagator (H : A) (E z : ℂ) : A :=
  (z - E)⁻¹ • posProj H E + (z + E)⁻¹ • negProj H E

/-- For every `H` and `E`, `posProj H E` and `negProj H E` add up to the identity. -/
theorem posProj_add_negProj (H : A) (E : ℂ) : posProj H E + negProj H E = 1 := by
  unfold posProj negProj
  module

/-- If `H² = E²` with `E ≠ 0`, `posProj H E` and `negProj H E` are idempotent and their products in
either order vanish. -/
theorem projectors_orthogonal_idempotent {H : A} {E : ℂ} (hE : E ≠ 0)
    (hH : H * H = E ^ 2 • (1 : A)) :
    posProj H E * posProj H E = posProj H E ∧ negProj H E * negProj H E = negProj H E ∧
      posProj H E * negProj H E = 0 ∧ negProj H E * posProj H E = 0 := by
  refine ⟨?_, ?_, ?_, ?_⟩ <;>
    simp only [posProj, negProj, smul_mul_assoc, mul_smul_comm, add_mul, mul_add, sub_mul,
      mul_sub, one_mul, mul_one, hH] <;>
    match_scalars <;>
    first
      | (field_simp; done)
      | (field_simp; ring1)
/-- If `H² = E²` with `E ≠ 0`, multiplying `posProj H E` by `H` on either side multiplies it by the
number `E`, and multiplying `negProj H E` by `H` on either side multiplies it by `-E`. -/
theorem energy_on_projectors {H : A} {E : ℂ} (hE : E ≠ 0) (hH : H * H = E ^ 2 • (1 : A)) :
    H * posProj H E = E • posProj H E ∧ posProj H E * H = E • posProj H E ∧
      H * negProj H E = (-E) • negProj H E ∧ negProj H E * H = (-E) • negProj H E := by
  refine ⟨?_, ?_, ?_, ?_⟩ <;>
    simp only [posProj, negProj, smul_mul_assoc, mul_smul_comm, add_mul, mul_add, sub_mul,
      mul_sub, one_mul, mul_one, hH] <;>
    match_scalars <;>
    field_simp

/-- If `H² = E²` with `E ≠ 0` and `z² ≠ E²`, the two-pole sum `propagator H E z` is the two-sided
inverse of `z - H`. -/
theorem propagator_is_inverse {H : A} {E z : ℂ} (hE : E ≠ 0) (hH : H * H = E ^ 2 • (1 : A))
    (hz : z ^ 2 ≠ E ^ 2) :
    (z • (1 : A) - H) * propagator H E z = 1 ∧ propagator H E z * (z • (1 : A) - H) = 1 := by
  have hm : z - E ≠ 0 := fun h => hz (by linear_combination (z + E) * h)
  have hp : z + E ≠ 0 := fun h => hz (by linear_combination (z - E) * h)
  obtain ⟨h1, h2, h3, h4⟩ := energy_on_projectors hE hH
  -- on each projector, `z - H` is just a number
  have a1 : (z • (1 : A) - H) * posProj H E = (z - E) • posProj H E := by
    rw [sub_mul, smul_mul_assoc, one_mul, h1]; module
  have a2 : posProj H E * (z • (1 : A) - H) = (z - E) • posProj H E := by
    rw [mul_sub, mul_smul_comm, mul_one, h2]; module
  have a3 : (z • (1 : A) - H) * negProj H E = (z + E) • negProj H E := by
    rw [sub_mul, smul_mul_assoc, one_mul, h3]; module
  have a4 : negProj H E * (z • (1 : A) - H) = (z + E) • negProj H E := by
    rw [mul_sub, mul_smul_comm, mul_one, h4]; module
  -- the numbers cancel the denominators, and completeness finishes
  constructor
  · rw [propagator, mul_add, mul_smul_comm, mul_smul_comm, a1, a3, inv_smul_smul₀ hm,
      inv_smul_smul₀ hp, posProj_add_negProj]
  · rw [propagator, add_mul, smul_mul_assoc, smul_mul_assoc, a2, a4, inv_smul_smul₀ hm,
      inv_smul_smul₀ hp, posProj_add_negProj]

/-- If `E ≠ 0` and `z² ≠ E²`, the two-pole sum `propagator H E z` equals `(z + H)/(z² - E²)`. -/
theorem propagator_rationalised (H : A) {E z : ℂ} (hE : E ≠ 0) (hz : z ^ 2 ≠ E ^ 2) :
    propagator H E z = (z ^ 2 - E ^ 2)⁻¹ • (z • (1 : A) + H) := by
  have hm : z - E ≠ 0 := fun h => hz (by linear_combination (z + E) * h)
  have hp : z + E ≠ 0 := fun h => hz (by linear_combination (z - E) * h)
  rw [show z ^ 2 - E ^ 2 = (z - E) * (z + E) by ring]
  unfold propagator posProj negProj
  match_scalars <;>
    first
      | (field_simp; done)
      | (field_simp; ring1)

/-- If `H² = E²` with `E ≠ 0` and `H` is neither `E` nor `-E` times the identity, then `z - H` is
invertible exactly when `z² ≠ E²`. -/
theorem isUnit_iff_off_shell {H : A} {E : ℂ} (hE : E ≠ 0) (hH : H * H = E ^ 2 • (1 : A))
    (hpos : H ≠ E • (1 : A)) (hneg : H ≠ (-E) • (1 : A)) (z : ℂ) :
    IsUnit (z • (1 : A) - H) ↔ z ^ 2 ≠ E ^ 2 := by
  constructor
  · intro hu hz
    -- at a pole the product `(z - H)(z + H)` vanishes
    have hprod : (z • (1 : A) - H) * (z • (1 : A) + H) = 0 := by
      have h : (z • (1 : A) - H) * (z • (1 : A) + H) = (z ^ 2 - E ^ 2) • (1 : A) := by
        simp only [sub_mul, mul_add, smul_mul_assoc, mul_smul_comm, one_mul, mul_one, hH]
        module
      rw [h, hz, sub_self, zero_smul]
    have hsum : z • (1 : A) + H = 0 := hu.mul_right_eq_zero.mp hprod
    have hHz : H = (-z) • (1 : A) := by
      rw [neg_smul]
      exact eq_neg_of_add_eq_zero_right hsum
    rcases sq_eq_sq_iff_eq_or_eq_neg.mp hz with h | h
    · exact hneg (by rw [hHz, h])
    · exact hpos (by rw [hHz, h, neg_neg])
  · intro hz
    obtain ⟨h1, h2⟩ := propagator_is_inverse hE hH hz
    exact ⟨⟨_, _, h1, h2⟩, rfl⟩

/-- The free Dirac Hamiltonian `α·p + βm` in the standard representation, in units with
`c = 1`. -/
def diracHamiltonian (p : Fin 3 → ℝ) (m : ℝ) : Matrix (Fin 4) (Fin 4) ℂ :=
  !![(m : ℂ), 0, (p 2 : ℂ), (p 0 : ℂ) - Complex.I * (p 1 : ℂ);
     0, (m : ℂ), (p 0 : ℂ) + Complex.I * (p 1 : ℂ), -(p 2 : ℂ);
     (p 2 : ℂ), (p 0 : ℂ) - Complex.I * (p 1 : ℂ), -(m : ℂ), 0;
     (p 0 : ℂ) + Complex.I * (p 1 : ℂ), -(p 2 : ℂ), 0, -(m : ℂ)]

/-- The relativistic energy `√(p² + m²)`. -/
def relEnergy (p : Fin 3 → ℝ) (m : ℝ) : ℝ :=
  Real.sqrt (p 0 ^ 2 + p 1 ^ 2 + p 2 ^ 2 + m ^ 2)

/-- For nonzero mass the relativistic energy is nonzero, the free Dirac Hamiltonian squares to
its square, and the Hamiltonian is not a multiple of the identity. -/
theorem diracHamiltonian_witness (p : Fin 3 → ℝ) {m : ℝ} (hm : m ≠ 0) :
    (relEnergy p m : ℂ) ≠ 0 ∧
      diracHamiltonian p m * diracHamiltonian p m =
        (relEnergy p m : ℂ) ^ 2 • (1 : Matrix (Fin 4) (Fin 4) ℂ) ∧
      ∀ c : ℂ, diracHamiltonian p m ≠ c • (1 : Matrix (Fin 4) (Fin 4) ℂ) := by
  refine ⟨?_, ?_, ?_⟩
  · have h : 0 < relEnergy p m := Real.sqrt_pos.mpr (by positivity)
    exact_mod_cast h.ne'
  · have h : (relEnergy p m : ℂ) ^ 2 =
        (p 0 : ℂ) ^ 2 + (p 1 : ℂ) ^ 2 + (p 2 : ℂ) ^ 2 + (m : ℂ) ^ 2 := by
      have hr : relEnergy p m ^ 2 = p 0 ^ 2 + p 1 ^ 2 + p 2 ^ 2 + m ^ 2 :=
        Real.sq_sqrt (by positivity)
      exact_mod_cast hr
    rw [h]
    ext i j
    fin_cases i <;> fin_cases j <;>
      simp [diracHamiltonian, Matrix.mul_apply, Fin.sum_univ_four] <;>
      first
        | ring1
        | linear_combination (-(p 1 : ℂ) ^ 2) * Complex.I_sq
  · intro c h
    -- the diagonal contains both `m` and `-m`
    have h0 : (m : ℂ) = c := by
      simpa [diracHamiltonian] using congrFun (congrFun h 0) 0
    have h2 : -(m : ℂ) = c := by
      simpa [diracHamiltonian] using congrFun (congrFun h 2) 2
    have h3 : (m : ℂ) = 0 := by linear_combination (h0 - h2) / 2
    exact hm (by exact_mod_cast h3)

/-- For a free Dirac particle of nonzero mass, `z - H` is invertible exactly when
`z² ≠ p² + m²`, and its inverse is then the sum of the positive-energy and negative-energy
parts. -/
theorem dirac_propagator (p : Fin 3 → ℝ) {m : ℝ} (hm : m ≠ 0) (z : ℂ) :
    (IsUnit (z • (1 : Matrix (Fin 4) (Fin 4) ℂ) - diracHamiltonian p m) ↔
        z ^ 2 ≠ (relEnergy p m : ℂ) ^ 2) ∧
      (z ^ 2 ≠ (relEnergy p m : ℂ) ^ 2 →
        (z • (1 : Matrix (Fin 4) (Fin 4) ℂ) - diracHamiltonian p m)⁻¹ =
          propagator (diracHamiltonian p m) (relEnergy p m : ℂ) z) := by
  obtain ⟨hE, hH, hc⟩ := diracHamiltonian_witness p hm
  exact ⟨isUnit_iff_off_shell hE hH (hc _) (hc _) z,
    fun hz => Matrix.inv_eq_right_inv (propagator_is_inverse hE hH hz).1⟩

end

end DiracPropagatorSplitting
```

```lean
#print axioms DiracPropagatorSplitting.projectors_orthogonal_idempotent
#print axioms DiracPropagatorSplitting.propagator_rationalised
#print axioms DiracPropagatorSplitting.dirac_propagator
```

```
'DiracPropagatorSplitting.projectors_orthogonal_idempotent' depends on axioms: [propext, Classical.choice, Quot.sound]
'DiracPropagatorSplitting.propagator_rationalised' depends on axioms: [propext, Classical.choice, Quot.sound]
'DiracPropagatorSplitting.dirac_propagator' depends on axioms: [propext, Classical.choice, Quot.sound]
```

## What the Lean statements say about the physics

The type `A` is any ring with a complex algebra structure. It may be noncommutative and infinite-dimensional, but H must be an element of it, so an unbounded Hamiltonian on the full Hilbert space does not fit directly. A number z enters as `z • (1 : A)`. `posProj`, `negProj` and `propagator` are P, Q and the two-pole sum.

The hypothesis `hH` says H² = E²: every energy has the same magnitude, as for a free particle at one fixed momentum. The general theorems assume it, except for `posProj_add_negProj` and `propagator_rationalised`, which hold without it; `diracHamiltonian_witness` proves it for the Dirac matrix. In the general theorems E may be complex, and replacing E by −E exchanges P and Q; the `pos` and `neg` in the Lean names can be read as positive and negative energy when E > 0.

`propagator_is_inverse` gives both products equal to 1. `isUnit_iff_off_shell` adds the assumptions that H is neither E nor −E times the identity, and concludes that z − H is invertible exactly when z² ≠ E². These assumptions matter: for H = E, the element z − H is still invertible at z = −E.

`diracHamiltonian` is α·p + βm in the standard representation, with `p 0`, `p 1`, `p 2` for the spatial components, in units where c = 1. `relEnergy` is √(p² + m²). `dirac_propagator` assumes m ≠ 0, though m may have either sign, and states both the invertibility criterion and the formula for the matrix inverse.

The object here is the resolvent of a one-particle Hamiltonian. No iε prescription, field operators or interaction enter. In relativistic electronic structure, positive-energy projectors serve to keep negative-energy solutions out of a calculation; the projectors here are those of a free particle at fixed momentum, without a nuclear potential.

## How the proof follows the algebra

`projectors_orthogonal_idempotent` and `energy_on_projectors` expand the products, replace H·H by E² and compare coefficients. In `propagator_is_inverse`, `hm` and `hp` establish that z − E and z + E are nonzero. The four facts `a1` to `a4` say that z − H acts as a number on each projector, from either side. Then `inv_smul_smul₀` cancels each denominator, and `posProj_add_negProj` supplies P + Q = 1.

`propagator_rationalised` compares the coefficients of 1 and H. It does not use H² = E², since no product of H with itself occurs.

In `isUnit_iff_off_shell`, the forward direction forms the vanishing product `hprod`, cancels the invertible factor to get z + H = 0, and treats z = E and z = −E separately. The reverse direction uses the propagator as the inverse.

For the Dirac matrix, `fin_cases` splits the equation for H² into its sixteen entries, and `Complex.I_sq` supplies i² = −1 where it is needed. The diagonal entries 0 and 2 show that H is not a multiple of the identity. `dirac_propagator` then specialises the general theorems, with `Matrix.inv_eq_right_inv` turning the right inverse into the matrix inverse.

## Comparing coefficients with `match_scalars`

The projector algebra turns on the tactic `match_scalars`. Once H·H has been replaced, both sides of each identity are linear combinations of 1 and H. The tactic reduces such an equation in the algebra to equations between complex coefficients. For P² = P, the coefficient of the identity requires

¼(1 + E⁻¹E⁻¹E²) = ½,

which `field_simp` and `ring1` can settle using E ≠ 0. Noncommutativity causes no trouble, because all products in the algebra have been expanded before the comparison.

The method does not require 1 and H to be linearly independent. Equal coefficients are sufficient for equal combinations, even when H happens to be a multiple of the identity. The related tactic `module` handles the identities in which E does not have to be cancelled.

## A nilpotent H when E = 0

Let H be the 2×2 matrix with rows (0, 1) and (0, 0), and set E = 0. Then H² = 0 = E², so only the condition E ≠ 0 is violated. This H is not Hermitian and serves only as an algebraic example: a Hermitian matrix whose square is zero is itself zero. For z ≠ 0 the true inverse is

(z − H)⁻¹ = 1/z + H/z²,

with a double pole at z = 0 that two simple poles cannot reproduce. Lean sets 0⁻¹ = 0, so its definitions give P = Q = ½ and the propagator 1/z; multiplied by z − H, this yields 1 − H/z instead of 1.
